# Started from zero, MINRES on a singular symmetric system ends at the minimum-norm least-squares solution plus a multiple of the source's null component

Three sites in a row are joined by two unit resistors, and a current bᵢ is injected at site i. The potentials x satisfy Ax = b, where A is the Laplacian of the chain. A uniform potential drives no current, so A is singular, and the equation has a solution only if the injected currents sum to zero. If they don't, one can still ask for the potentials that make the residual b − Ax as small as possible. These are fixed only up to a uniform shift. Started from zero, MINRES minimizes the residual over a growing Krylov space, and it nevertheless returns one definite vector at the step where the residual first reaches its minimum. Which one is it?

## The minimizer over K_d

Let A be a symmetric linear operator on a real inner product space, and let

b = c + n, c = Σⱼ vⱼ, An = 0, Avⱼ = lⱼvⱼ,

where the sum has d terms, the vⱼ are nonzero and the lⱼ are distinct and nonzero. For a symmetric matrix every b has this form: group its eigencomponents by eigenvalue. The vⱼ are not normalised; they carry the amplitudes of b. Write K_m for the span of b, Ab, …, A^(m−1)b, and x⁺ for the least-squares solution of smallest norm. The claim is that the residual norm has exactly one minimizer over K_d, namely

x = x⁺ + (Σⱼ 1/lⱼ) n.

**Reducing the minimization to an equation.** For every z, ⟨Az, n⟩ = ⟨z, An⟩ = 0, so n is orthogonal to the range of A. Since c = A(Σⱼ vⱼ/lⱼ) lies in that range,

‖b − Ay‖² = ‖c − Ay‖² + ‖n‖².

If a search space contains some solution of Ax = c, its residual minimizers are therefore exactly the solutions it contains.

**Finding x⁺.** Put w = Σⱼ vⱼ/lⱼ, so that Aw = c. Because w = A(Σⱼ vⱼ/lⱼ²), it is orthogonal to the kernel of A. Any other solution y differs from w by a kernel vector, hence

‖y‖² = ‖w‖² + ‖y − w‖²,

and x⁺ = w.

**Finding a minimizer in K_d.** The elements of K_d are the vectors q(A)b with deg q < d, and

q(A)b = Σⱼ q(lⱼ)vⱼ + q(0)n.

The product Πⱼ(1 − t/lⱼ) has constant term 1 and degree d, so it equals 1 − t p(t) with deg p < d. Comparing the coefficients of t gives p(0) = Σⱼ 1/lⱼ. Setting t = lⱼ gives p(lⱼ) = 1/lⱼ. Hence

p(A)b = x⁺ + (Σⱼ 1/lⱼ) n.

This vector lies in K_d and A maps it to c, so it is a minimizer.

**Uniqueness.** Let q(A)b be any minimizer with deg q < d. Then A q(A)b = c, which reads

Σⱼ (lⱼq(lⱼ) − 1)vⱼ = 0.

Eigenvectors of distinct eigenvalues are linearly independent, so q(lⱼ) = 1/lⱼ for every j. Now q − p has degree below d and vanishes at d points, so q = p. The same argument shows that step d is the first at which the residual reaches its minimum over the whole space: a vector q(A)b doing so with deg q < d − 1 would again give q = p, but p has degree exactly d − 1 when d ≥ 1. (This last point is not formalized below.)

For Poisson-type problems with insulating or periodic boundaries, discretised to a finite symmetric matrix whose kernel consists of the constant vectors, this gives the constant offset from x⁺ that an unbalanced source leaves in the potential when MINRES is started from zero and run without rounding to step d.

## Krylov spaces and minimizers in Lean

The space `E` is any real inner product space, of finite or infinite dimension. The finite type `ι` labels the vectors vⱼ, without n, so d is `Fintype.card ι`.

```lean
import Mathlib

open Polynomial

namespace SingularMinres

variable {E ι : Type*} [NormedAddCommGroup E] [InnerProductSpace ℝ E] [Fintype ι]
```

The Krylov space is a span of m vectors, with exponents running from 0 to m − 1. For m = 0 it contains only the zero vector.

```lean
/-- The Krylov space `K_m(A, b)`, spanned by `b, A b, ..., A^(m-1) b`. -/
def krylov (A : E →ₗ[ℝ] E) (b : E) (m : ℕ) : Submodule ℝ E :=
  Submodule.span ℝ (Set.range fun k : Fin m => (A ^ (k : ℕ)) b)
```

Residual minimization is defined by its variational property over a subspace `S`.

```lean
/-- The vector `x` lies in the search space `S` and minimizes the residual norm `‖b - A x‖`
over `S`. -/
def MinimizesResidual (A : E →ₗ[ℝ] E) (b : E) (S : Submodule ℝ E) (x : E) : Prop :=
  x ∈ S ∧ ∀ y ∈ S, ‖b - A x‖ ≤ ‖b - A y‖
```

Taking `S` to be the whole space, written `⊤`, gives least-squares solutions. The minimum-norm solution is one that no other least-squares solution beats in norm, so no formula for a pseudoinverse enters the definition.

```lean
/-- The vector `x` is a least-squares solution of `A x = b` over the whole space, and no
least-squares solution has smaller norm. -/
def IsMinNormSolution (A : E →ₗ[ℝ] E) (b x : E) : Prop :=
  MinimizesResidual A b ⊤ x ∧ ∀ y, MinimizesResidual A b ⊤ y → ‖x‖ ≤ ‖y‖
```

## Polynomials in A

The first lemma identifies K_m with the vectors p(A)b, deg p < m. In Lean p(A) is `aeval A p`, and `degreeLT ℝ m` is the space of polynomials of degree below m. One direction is an induction over the span; the other expands p in its coefficients.

```lean
/-- The vectors of `K_m(A, b)` are exactly `p(A) b` with `p` a polynomial of degree below `m`. -/
theorem mem_krylov_iff (A : E →ₗ[ℝ] E) (b : E) (m : ℕ) (x : E) :
    x ∈ krylov A b m ↔ ∃ p ∈ degreeLT ℝ m, aeval A p b = x := by
  constructor
  · intro hx
    refine Submodule.span_induction ?_ ?_ ?_ ?_ hx
    · rintro _ ⟨k, rfl⟩
      refine ⟨X ^ (k : ℕ), mem_degreeLT.2 ?_, by simp⟩
      rw [degree_X_pow]
      exact_mod_cast k.2
    · exact ⟨0, Submodule.zero_mem _, by simp⟩
    · rintro _ _ _ _ ⟨p, hp, rfl⟩ ⟨q, hq, rfl⟩
      exact ⟨p + q, Submodule.add_mem _ hp hq, by simp⟩
    · rintro a _ _ ⟨p, hp, rfl⟩
      exact ⟨a • p, Submodule.smul_mem _ a hp, by simp⟩
  · rintro ⟨p, hp, rfl⟩
    rw [aeval_eq_sum_range, LinearMap.sum_apply]
    refine Submodule.sum_mem _ fun k _ => ?_
    rw [LinearMap.smul_apply]
    by_cases hk : k < m
    · exact Submodule.smul_mem _ _ (Submodule.subset_span ⟨⟨k, hk⟩, rfl⟩)
    · rw [(degree_lt_iff_coeff_zero p m).1 (mem_degreeLT.1 hp) k (not_lt.1 hk), zero_smul]
      exact Submodule.zero_mem _
```

The next lemma supplies p for arbitrary real numbers aⱼ, by induction on the number of factors. When a factor 1 − aᵢt is added, p is replaced by p + aᵢ(1 − t p). This raises the degree bound by one and adds aᵢ to p(0).

```lean
/-- The residual polynomial `∏ (1 - a_j t)` equals `1 - t p(t)`, where `p` has degree below the
number of factors and `p(0)` is the sum of the `a_j`. -/
theorem residual_polynomial {κ : Type*} (s : Finset κ) (a : κ → ℝ) :
    ∃ p ∈ degreeLT ℝ s.card,
      1 - X * p = ∏ j ∈ s, (1 - C (a j) * X) ∧ p.eval 0 = ∑ j ∈ s, a j := by
  classical
  induction s using Finset.induction_on with
  | empty => exact ⟨0, Submodule.zero_mem _, by simp, by simp⟩
  | insert i s hi ih =>
    obtain ⟨p, hp, hprod, h0⟩ := ih
    have hc := (degree_lt_iff_coeff_zero p s.card).1 (mem_degreeLT.1 hp)
    refine ⟨p + C (a i) * (1 - X * p), mem_degreeLT.2 ?_, ?_, ?_⟩
    · rw [Finset.card_insert_of_notMem hi, degree_lt_iff_coeff_zero]
      intro k hk
      obtain ⟨k, rfl⟩ : ∃ r, k = r + 1 := ⟨k - 1, by omega⟩
      simp [coeff_one, coeff_X_mul, hc k (by omega), hc (k + 1) (by omega)]
    · rw [Finset.prod_insert hi, ← hprod]
      ring
    · rw [Finset.sum_insert hi, ← h0]
      simp [add_comm]
```

Applied to b, a polynomial in A acts on each eigencomponent separately. The null vector is treated as a vector with eigenvalue 0, which is where p(0) comes from.

```lean
/-- On a sum of eigenvectors `v_j` with eigenvalues `l_j` and a null vector `n`, the operator `p(A)`
multiplies each `v_j` by `p(l_j)` and `n` by `p(0)`. -/
theorem aeval_source {A : E →ₗ[ℝ] E} {n : E} {v : ι → E} {l : ι → ℝ} (hn : A n = 0)
    (hv : ∀ j, A (v j) = l j • v j) (p : ℝ[X]) :
    aeval A p (∑ j, v j + n) = ∑ j, p.eval (l j) • v j + p.eval 0 • n := by
  have key : ∀ (c : ℝ) (u : E), A u = c • u → aeval A p u = p.eval c • u := by
    intro c u hu
    by_cases h : u = 0
    · simp [h]
    · exact Module.End.aeval_apply_of_hasEigenvector
        ⟨Module.End.mem_eigenspace_iff.2 hu, h⟩
  rw [map_add, map_sum, key 0 n (by simp [hn])]
  simp only [fun j => key (l j) (v j) (hv j)]
```

## Least squares with a null component

Here the right-hand side is written `A w + n`, with `w` in the search space. The auxiliary statement `pyth` is the splitting of the squared residual derived above. Comparing a minimizer with `w` forces ‖Aw − Ax‖² = 0.

```lean
/-- For symmetric `A`, a null vector `n` and a search space containing `w`, minimizing the
residual for the right-hand side `A w + n` amounts to solving `A x = A w` in that space. -/
theorem minimizesResidual_iff {A : E →ₗ[ℝ] E} (hA : A.IsSymmetric) {n w x : E} (hn : A n = 0)
    {S : Submodule ℝ E} (hw : w ∈ S) :
    MinimizesResidual A (A w + n) S x ↔ x ∈ S ∧ A x = A w := by
  -- the null vector is orthogonal to the range of A
  have pyth : ∀ y, ‖A w + n - A y‖ ^ 2 = ‖A w - A y‖ ^ 2 + ‖n‖ ^ 2 := by
    intro y
    have h0 : inner ℝ (A w - A y) n = 0 := by
      rw [← map_sub, hA (w - y) n, hn, inner_zero_right]
    rw [show A w + n - A y = (A w - A y) + n by abel, norm_add_sq_real, h0]
    ring
  constructor
  · rintro ⟨hx, hmin⟩
    have h := pow_le_pow_left₀ (norm_nonneg _) (hmin w hw) 2
    rw [pyth x, pyth w, sub_self, norm_zero] at h
    have h2 : ‖A w - A x‖ ^ 2 = 0 := le_antisymm (by linarith) (sq_nonneg _)
    exact ⟨hx, (sub_eq_zero.1 (norm_eq_zero.1 ((pow_eq_zero_iff two_ne_zero).1 h2))).symm⟩
  · rintro ⟨hx, e⟩
    refine ⟨hx, fun y _ => (sq_le_sq₀ (norm_nonneg _) (norm_nonneg _)).1 ?_⟩
    rw [pyth x, pyth y, e, sub_self, norm_zero]
    nlinarith [sq_nonneg ‖A w - A y‖]
```

The vector Σⱼ vⱼ/lⱼ solves the consistent part of the system:

```lean
/-- If the `v_j` are eigenvectors with nonzero eigenvalues `l_j`, then `A` maps `∑ v_j / l_j`
to `∑ v_j`. -/
theorem map_sum_inv {A : E →ₗ[ℝ] E} {v : ι → E} {l : ι → ℝ}
    (hv : ∀ j, A (v j) = l j • v j) (hl0 : ∀ j, l j ≠ 0) :
    A (∑ j, (l j)⁻¹ • v j) = ∑ j, v j := by
  rw [map_sum]
  refine Finset.sum_congr rfl fun j _ => ?_
  rw [map_smul, hv, smul_smul, inv_mul_cancel₀ (hl0 j), one_smul]
```

It is also the only minimum-norm least-squares solution. In the proof, `orth` applies the previous lemma to the vectors vⱼ/lⱼ, which shows that the candidate lies in the range of A and so is orthogonal to the kernel. The second `pyth` is the decomposition of ‖y‖².

```lean
/-- For symmetric `A` and `b = ∑ v_j + n`, with `A n = 0` and eigenvectors `v_j` of nonzero
eigenvalues `l_j`, the unique minimum-norm least-squares solution is `∑ v_j / l_j`. -/
theorem isMinNormSolution_iff {A : E →ₗ[ℝ] E} (hA : A.IsSymmetric) {n : E} {v : ι → E}
    {l : ι → ℝ} (hn : A n = 0) (hv : ∀ j, A (v j) = l j • v j) (hl0 : ∀ j, l j ≠ 0) (x : E) :
    IsMinNormSolution A (∑ j, v j + n) x ↔ x = ∑ j, (l j)⁻¹ • v j := by
  have hw := map_sum_inv hv hl0
  -- the candidate lies in the range of A, so it is orthogonal to the kernel
  have orth : ∀ k, A k = 0 → inner ℝ (∑ j, (l j)⁻¹ • v j) k = 0 := by
    intro k hk
    have h := map_sum_inv (A := A) (v := fun j => (l j)⁻¹ • v j) (l := l)
      (fun j => by rw [map_smul, hv, smul_comm]) hl0
    rw [← h, hA _ k, hk, inner_zero_right]
  generalize ∑ j, (l j)⁻¹ • v j = w at hw orth ⊢
  rw [← hw]
  have key : ∀ y, MinimizesResidual A (A w + n) ⊤ y ↔ A y = A w := fun y =>
    (minimizesResidual_iff hA hn Submodule.mem_top).trans (and_iff_right Submodule.mem_top)
  have pyth : ∀ y, A y = A w → ‖y‖ ^ 2 = ‖w‖ ^ 2 + ‖y - w‖ ^ 2 := by
    intro y hy
    have h := norm_add_sq_real w (y - w)
    rw [orth (y - w) (by rw [map_sub, hy, sub_self]), add_sub_cancel] at h
    linarith
  constructor
  · rintro ⟨hx, hmin⟩
    have h1 := pyth x ((key x).1 hx)
    have h2 := pow_le_pow_left₀ (norm_nonneg _) (hmin w ((key w).2 rfl)) 2
    have h3 : ‖x - w‖ ^ 2 = 0 := le_antisymm (by linarith) (sq_nonneg _)
    exact sub_eq_zero.1 (norm_eq_zero.1 ((pow_eq_zero_iff two_ne_zero).1 h3))
  · intro h
    rw [h]
    refine ⟨(key w).2 rfl, fun y hy => (sq_le_sq₀ (norm_nonneg _) (norm_nonneg _)).1 ?_⟩
    linarith [pyth y ((key y).1 hy), sq_nonneg ‖y - w‖]
```

## The iterate at step d

The main theorem takes a vector `xp` known to be a minimum-norm solution; the preceding equivalence shows that there is exactly one. It states that `x` minimizes the residual over K_d if and only if `x` equals `xp` plus (Σⱼ 1/lⱼ)n. Read from right to left, this is existence; read from left to right, uniqueness.

The proof takes aⱼ = 1/lⱼ in the polynomial lemma. `hpe` is the interpolation property, and `hpb` evaluates p(A)b. For uniqueness, `hsum` is the vanishing combination of eigenvectors, `hli` their independence, and `hqp` the equality of the two polynomials.

```lean
/-- MINRES for a singular symmetric `A`: let `b = ∑ v_j + n` with `A n = 0` and `d` nonzero
eigenvectors `v_j` of distinct nonzero eigenvalues `l_j`. The unique residual minimizer over
`K_d(A, b)` is the minimum-norm least-squares solution plus `(∑ 1 / l_j) n`. -/
theorem minres_iterate {A : E →ₗ[ℝ] E} (hA : A.IsSymmetric) {n : E} {v : ι → E} {l : ι → ℝ}
    (hn : A n = 0) (hv : ∀ j, A (v j) = l j • v j) (hv0 : ∀ j, v j ≠ 0)
    (hl : Function.Injective l) (hl0 : ∀ j, l j ≠ 0) {xp : E}
    (hxp : IsMinNormSolution A (∑ j, v j + n) xp) (x : E) :
    MinimizesResidual A (∑ j, v j + n) (krylov A (∑ j, v j + n) (Fintype.card ι)) x ↔
      x = xp + (∑ j, (l j)⁻¹) • n := by
  obtain rfl := (isMinNormSolution_iff hA hn hv hl0 xp).1 hxp
  obtain ⟨p, hp, hprod, hp0⟩ := residual_polynomial Finset.univ fun j => (l j)⁻¹
  -- p interpolates 1 / t at the active eigenvalues
  have hpe : ∀ j, p.eval (l j) = (l j)⁻¹ := by
    intro j
    have h := congrArg (eval (l j)) hprod
    rw [eval_prod, Finset.prod_eq_zero (Finset.mem_univ j) (by simp [hl0 j])] at h
    simp only [eval_sub, eval_one, eval_mul, eval_X] at h
    exact eq_inv_of_mul_eq_one_right (by linarith)
  have hpb : aeval A p (∑ j, v j + n) = ∑ j, (l j)⁻¹ • v j + (∑ j, (l j)⁻¹) • n := by
    rw [aeval_source hn hv, hp0]
    simp only [hpe]
  have hmem := (mem_krylov_iff A (∑ j, v j + n) (Fintype.card ι) _).2 ⟨p, hp, hpb⟩
  have hAw : A (∑ j, (l j)⁻¹ • v j + (∑ j, (l j)⁻¹) • n) = ∑ j, v j := by
    rw [map_add, map_smul, hn, smul_zero, add_zero, map_sum_inv hv hl0]
  have key := minimizesResidual_iff hA hn hmem (x := x)
  rw [hAw] at key
  rw [key]
  constructor
  · rintro ⟨hx, hAx⟩
    obtain ⟨q, hq, rfl⟩ := (mem_krylov_iff _ _ _ _).1 hx
    rw [aeval_source hn hv] at hAx
    simp only [map_add, map_sum, map_smul, hn, hv, smul_zero, add_zero, smul_smul] at hAx
    have hsum : ∑ j, (q.eval (l j) * l j - 1) • v j = 0 := by
      simp only [sub_smul, one_smul, Finset.sum_sub_distrib, hAx, sub_self]
    -- independence of the eigenvectors fixes q at d points, hence fixes q
    have hli : LinearIndependent ℝ v := Module.End.eigenvectors_linearIndependent' A l hl v
      fun j => ⟨Module.End.mem_eigenspace_iff.2 (hv j), hv0 j⟩
    have hqe := Fintype.linearIndependent_iff.1 hli _ hsum
    have hqp : q = p := eq_of_degrees_lt_of_eval_index_eq Finset.univ hl.injOn
      (mem_degreeLT.1 hq) (mem_degreeLT.1 hp) fun j _ => by
        rw [hpe j]
        exact eq_inv_of_mul_eq_one_left (by linarith [hqe j])
    rw [hqp, hpb]
  · rintro rfl
    exact ⟨hmem, hAw⟩
```

The theorem describes the vector that MINRES, started from zero, is designed to compute at step d. It says nothing about the Lanczos recurrence that computes it, about rounding, or about other starting vectors. The file stops at the formula for x, but one more line by hand shows how to recover x⁺: the final residual is n and x⁺ is orthogonal to n, so it is enough to remove from x its component along that residual.

## Counting an eigenvalue twice can destroy uniqueness

Suppose the lⱼ are nonzero but not required to be distinct. Take A = diag(1, 1, 0), v₁ = (1, 0, 0), v₂ = (0, 1, 0) and n = (0, 0, 1). Then b = (1, 1, 1) and Ab = (1, 1, 0), so K₂ consists of all vectors (s, s, t). Every (1, 1, t) has the smallest possible residual norm, 1, whereas the formula singles out (1, 1, 2). With n ≠ 0, then, the other hypotheses alone do not guarantee a unique minimizer. The number d then has to count the distinct nonzero eigenvalues present in b, of which there is one here: over K₁ the only minimizer is (1, 1, 1), as the theorem says.

## Three sites with unbalanced currents

The resistor chain from the beginning is a concrete case.

```lean
/-- The Laplacian of an open chain of three sites. -/
def chainLaplacian : EuclideanSpace ℝ (Fin 3) →ₗ[ℝ] EuclideanSpace ℝ (Fin 3) where
  toFun x := !₂[x 0 - x 1, 2 * x 1 - x 0 - x 2, x 2 - x 1]
  map_add' x y := by ext i; fin_cases i <;> simp <;> ring
  map_smul' a x := by ext i; fin_cases i <;> simp <;> ring
```

The last theorem confirms that this operator, with n = (1, 1, 1) and the two eigenvectors listed, meets all the conditions placed on A, n, vⱼ and lⱼ. The normalised eigenvectors are (1, 0, −1)/√2 and (1, −2, 1)/√6, and the normalised null vector is (1, 1, 1)/√3.

```lean
/-- The chain Laplacian is symmetric, annihilates the uniform vector, and has the eigenvectors
`(1, 0, -1)` and `(1, -2, 1)` with eigenvalues `1` and `3`. -/
theorem minres_iterate_witness :
    let v : Fin 2 → EuclideanSpace ℝ (Fin 3) := ![!₂[1, 0, -1], !₂[1, -2, 1]]
    let l : Fin 2 → ℝ := ![1, 3]
    chainLaplacian.IsSymmetric ∧ chainLaplacian !₂[1, 1, 1] = 0 ∧
      (∀ j, chainLaplacian (v j) = l j • v j) ∧ (∀ j, v j ≠ 0) ∧
      Function.Injective l ∧ ∀ j, l j ≠ 0 := by
  intro v l
  refine ⟨fun x y => ?_, ?_, fun j => ?_, fun j h => ?_, fun i j h => ?_, fun j => ?_⟩
  · simp [chainLaplacian, PiLp.inner_apply, Fin.sum_univ_three]
    ring
  · ext i
    fin_cases i <;> simp [chainLaplacian]
    norm_num
  · fin_cases j <;> ext i <;> fin_cases i <;> simp [chainLaplacian, v, l] <;> norm_num
  · have h0 := congrArg (fun x : EuclideanSpace ℝ (Fin 3) => x 0) h
    fin_cases j <;> simp [v] at h0
  · fin_cases i <;> fin_cases j <;> simp_all [l]
  · fin_cases j <;> simp [l]

end SingularMinres
```

With these vectors the injected currents are b = (3, −1, 1), whose sum is 3. The minimum-norm solution is

x⁺ = v₁ + v₂/3 = (4/3, −2/3, −2/3),

and the shift is (1 + 1/3)n. The minimizer over K₂ is therefore (8/3, 2/3, 2/3). Directly, p(t) = 4/3 − t/3 and Ab = (4, −6, 2), and (4/3)b − (1/3)Ab is the same vector.

```lean
#print axioms SingularMinres.minres_iterate
-- 'SingularMinres.minres_iterate' depends on axioms: [propext, Classical.choice, Quot.sound]
```
